# Traceless Harmonic Coupling of Identical Oscillators Never Raises the Zero-Point Energy and Has Third-Order Coefficient $\operatorname{tr}T^3/32$

If the dispersion energy of three coupled oscillators is computed as a sum over pairs, its third-order part is lost. A pair with coupling $ga$ has squared frequencies $1\pm ga$, so its energy is even in $g$, and no sum of such energies contains a $g^3$ term. The three oscillators together generally have one.

Take finitely many oscillator coordinates with unit mass, unit frequency and $\hbar=1$, and let their stiffness matrix be $1+gT$, where $T$ is real, symmetric and traceless with eigenvalues $l_i$. The zero-point energy shift is
$$E(g)=\tfrac12\sum_i(s_i-1),\qquad s_i=\sqrt{1+g l_i}.$$
If $1+gT$ is positive semidefinite, then $E(g)\le 0$, strictly so when $g\ne0$ and $T\ne0$. Moreover,
$$\frac{E(g)+g^2\operatorname{tr}T^2/16}{g^3}\to\frac{\operatorname{tr}T^3}{32}\qquad(g\to0,\ g\neq0).$$
When $T$ couples only coordinates of different oscillators, $E(g)$ is the dispersion energy of this harmonic model, and the result gives its sign and its expansion through third order.

## The sign from completing a square

For a unit eigenvector $v_i$ of $T$, positivity gives $0\le v_i^{\mathsf T}(1+gT)v_i=1+gl_i$, so $s_i^2=1+gl_i$. Expanding $(s_i-1)^2=2+gl_i-2s_i$ yields
$$s_i-1=\tfrac12 gl_i-\tfrac12(s_i-1)^2.$$
Since $\sum_i l_i=\operatorname{tr}T=0$, summation leaves
$$E(g)=-\tfrac14\sum_i(s_i-1)^2\le0.$$
Equality forces every $s_i=1$, hence every $gl_i=0$. If $g\ne0$, all eigenvalues vanish and $T=0$.

To evaluate $E(g)$ numerically, one can diagonalise $T$ and sum the terms $s_i-1$. At weak coupling the first-order parts of $s_i-1$ cancel between modes and digits are lost. Summing $-\tfrac14\,[gl_i/(1+s_i)]^2$ avoids this. It equals $E(g)$ because $s_i-1=gl_i/(s_i+1)$, and none of its terms is positive, so nothing cancels between modes.

## The cubic term from an exact remainder

For one mode put $x=gl$ and $s=\sqrt{1+x}$, so that $x=(s-1)(s+1)$. Then
$$s-1-\frac x2+\frac{x^2}8=\frac{(s-1)^2\left[(s+1)^2-4\right]}8=\frac{(s-1)^3(s+3)}8=\frac{x^3(s+3)}{8(s+1)^3}.$$
Divided by $g^3$, this tends to $l^3\cdot4/64=l^3/16$. Diagonalisation gives $\operatorname{tr}T^k=\sum_i l_i^k$. Half the sum of the left-hand sides over all modes is $E+g^2\operatorname{tr}T^2/16$, since the linear terms cancel, and the limit follows.

The smallest nontrivial case has two coordinates. Their eigenvalues are $\pm l$, so $\operatorname{tr}T^3=0$. Three oscillators with pair couplings $a,b,c$ have $\operatorname{tr}T^2=2(a^2+b^2+c^2)$ and $\operatorname{tr}T^3=6abc$, which gives the cubic coefficient $3abc/16$.

## Oscillators and energy in Lean

The finite type `n` labels the oscillator coordinates.

```lean
import Mathlib

open Matrix Filter Topology

namespace CoupledOscillatorDispersion

noncomputable section

variable {n : Type*} [Fintype n] [DecidableEq n] {T : Matrix n n ℝ}
```

For a real matrix, `T.IsHermitian` means symmetric, and `hT.eigenvalues` lists the $l_i$. The half-sum of frequencies enters as a definition; it is not derived from a Hamiltonian operator. Lean's square root of a negative number is zero, so the definition has its physical meaning only when the stiffness matrix is positive semidefinite.

```lean
/-- Zero-point energy shift of unit-frequency oscillators (with `ħ = 1`) coupled by `g T`,
for couplings at which the stiffness matrix `1 + g T` is positive semidefinite. -/
def dispersionEnergy (hT : T.IsHermitian) (g : ℝ) : ℝ :=
  (1 / 2) * ∑ i, (√(1 + g * hT.eigenvalues i) - 1)
```

## Traces and normal modes

The spectral theorem writes $T$ as a unitary conjugate of a diagonal matrix. Powers pass through the conjugation, and cyclicity of the trace removes it.

```lean
/-- The trace of a power of the coupling matrix is the sum of that power of its eigenvalues. -/
theorem trace_pow_eq_sum (hT : T.IsHermitian) (k : ℕ) :
    (T ^ k).trace = ∑ i, hT.eigenvalues i ^ k := by
  have h := congrArg (fun M => (M ^ k).trace) hT.spectral_theorem
  refine h.trans ?_
  -- the power passes through the unitary conjugation, which the trace does not see
  simp only [← map_pow]
  rw [Unitary.conjStarAlgAut_apply, Matrix.trace_mul_cycle, Unitary.coe_star_mul_self,
    one_mul, Matrix.diagonal_pow, Matrix.trace_diagonal]
  simp
```

The next lemma identifies the eigenvectors of $T$ as normal modes.

```lean
/-- Each vector of the chosen eigenbasis of `T` is a normal mode of the stiffness matrix `1 + g T`,
with squared frequency `1 + g l`, where `l` is the eigenvalue of `T`. -/
theorem normal_mode (hT : T.IsHermitian) (g : ℝ) (i : n) :
    (1 + g • T) *ᵥ (hT.eigenvectorBasis i).ofLp =
      (1 + g * hT.eigenvalues i) • (hT.eigenvectorBasis i).ofLp := by
  rw [Matrix.add_mulVec, Matrix.one_mulVec, Matrix.smul_mulVec,
    hT.mulVec_eigenvectorBasis i, add_smul, one_smul, mul_smul]
```

Here `hv` states that the eigenvector is normalised, so the quadratic form of the stiffness matrix equals the squared frequency.

```lean
/-- If the stiffness matrix is positive semidefinite, every squared normal-mode frequency is
nonnegative. -/
theorem sq_frequency_nonneg (hT : T.IsHermitian) {g : ℝ} (hg : (1 + g • T).PosSemidef)
    (i : n) : 0 ≤ 1 + g * hT.eigenvalues i := by
  have hv : star (hT.eigenvectorBasis i).ofLp ⬝ᵥ (hT.eigenvectorBasis i).ofLp = 1 := by
    have h := EuclideanSpace.norm_sq_eq (hT.eigenvectorBasis i)
    rw [hT.eigenvectorBasis.orthonormal.1 i] at h
    simp only [Real.norm_eq_abs, sq_abs, one_pow] at h
    refine Eq.trans ?_ h.symm
    simp only [dotProduct, Pi.star_apply, star_trivial]
    exact Finset.sum_congr rfl fun j _ => (sq _).symm
  have h := hg.dotProduct_mulVec_nonneg (hT.eigenvectorBasis i).ofLp
  rwa [normal_mode, dotProduct_smul, hv, smul_eq_mul, mul_one] at h
```

## The sign of the shift

In the exact identity, `h2` is the completed square summed over modes, and `h1` is the vanishing trace.

```lean
/-- For traceless coupling and a positive semidefinite stiffness matrix `1 + g T`, the energy shift
is exactly minus one quarter of the sum of the squared frequency shifts of the normal modes. -/
theorem dispersionEnergy_eq_neg_sum_sq (hT : T.IsHermitian) (htr : T.trace = 0) {g : ℝ}
    (hg : (1 + g • T).PosSemidef) :
    dispersionEnergy hT g = -(1 / 4) * ∑ i, (√(1 + g * hT.eigenvalues i) - 1) ^ 2 := by
  have h1 : ∑ i, hT.eigenvalues i = 0 := by
    have h := trace_pow_eq_sum hT 1
    simp only [pow_one] at h
    rw [← h, htr]
  have h2 : ∑ i, (√(1 + g * hT.eigenvalues i) - 1) =
      g / 2 * ∑ i, hT.eigenvalues i
        - 1 / 2 * ∑ i, (√(1 + g * hT.eigenvalues i) - 1) ^ 2 := by
    rw [Finset.mul_sum, Finset.mul_sum, ← Finset.sum_sub_distrib]
    refine Finset.sum_congr rfl fun i _ => ?_
    have hs := Real.sq_sqrt (sq_frequency_nonneg hT hg i)
    linear_combination (1 / 2) * hs
  rw [dispersionEnergy, h2, h1]
  ring
```

For strictness, a nonzero $T$ supplies a nonzero eigenvalue, and its mode makes the sum of squares positive.

```lean
/-- For nonzero traceless `T` and nonzero `g`, the energy shift is strictly negative if the
stiffness matrix `1 + g T` is positive semidefinite. -/
theorem dispersionEnergy_neg (hT : T.IsHermitian) (htr : T.trace = 0) {g : ℝ}
    (hg : (1 + g • T).PosSemidef) (hg0 : g ≠ 0) (hT0 : T ≠ 0) :
    dispersionEnergy hT g < 0 := by
  -- a nonzero symmetric matrix has a nonzero eigenvalue
  obtain ⟨i, hi⟩ : ∃ i, hT.eigenvalues i ≠ 0 := by
    by_contra h
    push Not at h
    exact hT0 (hT.eigenvalues_eq_zero_iff.mp (funext h))
  have hne : √(1 + g * hT.eigenvalues i) - 1 ≠ 0 := by
    intro h
    have hs := Real.sq_sqrt (sq_frequency_nonneg hT hg i)
    rw [sub_eq_zero.mp h] at hs
    exact mul_ne_zero hg0 hi (by linarith)
  have hpos : 0 < ∑ i, (√(1 + g * hT.eigenvalues i) - 1) ^ 2 :=
    Finset.sum_pos' (fun j _ => sq_nonneg _) ⟨i, Finset.mem_univ i, by positivity⟩
  rw [dispersionEnergy_eq_neg_sum_sq hT htr hg]
  linarith
```

## One mode to third order

The proof substitutes $x=s^2-1$, after which `ring` checks the polynomial identity.

```lean
/-- Exact remainder of the frequency of one mode after second order in its coupling `x`. -/
theorem frequency_remainder {x : ℝ} (h : 0 ≤ 1 + x) :
    √(1 + x) - 1 - x / 2 + x ^ 2 / 8 =
      x ^ 3 * (√(1 + x) + 3) / (8 * (√(1 + x) + 1) ^ 3) := by
  have hs0 := Real.sqrt_nonneg (1 + x)
  have hs := Real.sq_sqrt h
  generalize √(1 + x) = s at hs hs0 ⊢
  obtain rfl : x = s ^ 2 - 1 := by linarith
  rw [eq_div_iff (by positivity)]
  ring
```

The notation `𝓝[≠] 0` means that $g$ approaches zero without equalling it. Near zero $1+gl$ is positive, so the quotient agrees with a continuous function whose value at zero is $l^3/16$.

```lean
/-- The third-order coefficient of the frequency of a mode with eigenvalue `l` is `l³/16`. -/
theorem frequency_third_order (l : ℝ) :
    Tendsto (fun g : ℝ => (√(1 + g * l) - 1 - g * l / 2 + (g * l) ^ 2 / 8) / g ^ 3)
      (𝓝[≠] 0) (𝓝 (l ^ 3 / 16)) := by
  have hc : Continuous
      (fun g : ℝ => l ^ 3 * (√(1 + g * l) + 3) / (8 * (√(1 + g * l) + 1) ^ 3)) :=
    Continuous.div (by fun_prop) (by fun_prop) (fun g => by positivity)
  have hval : l ^ 3 * (√(1 + 0 * l) + 3) / (8 * (√(1 + 0 * l) + 1) ^ 3) = l ^ 3 / 16 := by
    rw [zero_mul, add_zero, Real.sqrt_one]
    ring
  have hcont : ContinuousAt (fun g : ℝ => 1 + g * l) 0 := by fun_prop
  have hpos : ∀ᶠ g in 𝓝 (0 : ℝ), 0 < 1 + g * l :=
    hcont.tendsto.eventually_const_lt (by simp)
  rw [← hval]
  refine ((hc.tendsto 0).mono_left nhdsWithin_le_nhds).congr' ?_
  -- near zero coupling the quotient equals a continuous function
  filter_upwards [hpos.filter_mono nhdsWithin_le_nhds, self_mem_nhdsWithin] with g hg hg0
  have hg1 : g ≠ 0 := hg0
  have hs : √(1 + g * l) + 1 ≠ 0 := by positivity
  rw [frequency_remainder hg.le]
  generalize √(1 + g * l) = s at hs ⊢
  field_simp
```

## All modes together

The first part needs positive semidefiniteness at the given $g$. The limit needs no such hypothesis, because sufficiently small $g$ satisfies it automatically. The proof adds the single-mode limits, and `hexp` separates the orders.

```lean
/-- For symmetric traceless coupling the energy shift is nonpositive wherever the stiffness
matrix is positive semidefinite, and after removal of the second-order term `-g² tr T²/16` its
third-order coefficient is `tr T³/32`. -/
theorem dispersion_nonpos_and_third_order (hT : T.IsHermitian) (htr : T.trace = 0) :
    (∀ g : ℝ, (1 + g • T).PosSemidef → dispersionEnergy hT g ≤ 0) ∧
    Tendsto (fun g : ℝ => (dispersionEnergy hT g + g ^ 2 * (T ^ 2).trace / 16) / g ^ 3)
      (𝓝[≠] 0) (𝓝 ((T ^ 3).trace / 32)) := by
  constructor
  · intro g hg
    have h : 0 ≤ ∑ i, (√(1 + g * hT.eigenvalues i) - 1) ^ 2 :=
      Finset.sum_nonneg fun i _ => sq_nonneg _
    rw [dispersionEnergy_eq_neg_sum_sq hT htr hg]
    linarith
  · have h1 : ∑ i, hT.eigenvalues i = 0 := by
      have h := trace_pow_eq_sum hT 1
      simp only [pow_one] at h
      rw [← h, htr]
    have hsum := (tendsto_finsetSum Finset.univ
      fun i _ => frequency_third_order (hT.eigenvalues i)).const_mul (1 / 2)
    have hval : 1 / 2 * ∑ i, hT.eigenvalues i ^ 3 / 16 = (T ^ 3).trace / 32 := by
      rw [trace_pow_eq_sum hT 3, ← Finset.sum_div]
      ring
    rw [hval] at hsum
    refine hsum.congr fun g => ?_
    -- the first-order term drops out because the trace vanishes
    have hexp : ∑ i, (√(1 + g * hT.eigenvalues i) - 1 - g * hT.eigenvalues i / 2
          + (g * hT.eigenvalues i) ^ 2 / 8) =
        ∑ i, (√(1 + g * hT.eigenvalues i) - 1) - g / 2 * ∑ i, hT.eigenvalues i
          + g ^ 2 / 8 * ∑ i, hT.eigenvalues i ^ 2 := by
      rw [Finset.mul_sum, Finset.mul_sum, ← Finset.sum_sub_distrib, ← Finset.sum_add_distrib]
      exact Finset.sum_congr rfl fun i _ => by ring
    rw [← Finset.sum_div, hexp, h1, dispersionEnergy, trace_pow_eq_sum hT 2]
    ring
```

## Three oscillators

The matrix `triad` gives each oscillator one displacement coordinate and leaves the couplings as free real numbers, with no dependence on distance or angle.

```lean
/-- Coupling matrix of three oscillators with pair couplings `a`, `b` and `c`. -/
def triad (a b c : ℝ) : Matrix (Fin 3) (Fin 3) ℝ := !![0, a, b; a, 0, c; b, c, 0]
```

Symmetry is checked entry by entry.

```lean
/-- The coupling matrix of three oscillators is symmetric. -/
theorem triad_isHermitian (a b c : ℝ) : (triad a b c).IsHermitian :=
  Matrix.IsHermitian.ext fun i j => by fin_cases i <;> fin_cases j <;> simp [triad]
```

The traces are evaluated explicitly and inserted into the general limit. The cubic coefficient vanishes if any one pair is uncoupled, and its sign is that of $abc$.

```lean
/-- For three oscillators the second-order energy is `-g² (a² + b² + c²)/8`, and the
third-order coefficient is `3abc/16`, a product of all three pair couplings. -/
theorem triad_third_order (a b c : ℝ) :
    Tendsto (fun g : ℝ => (dispersionEnergy (triad_isHermitian a b c) g
        + g ^ 2 * (a ^ 2 + b ^ 2 + c ^ 2) / 8) / g ^ 3)
      (𝓝[≠] 0) (𝓝 (3 * a * b * c / 16)) := by
  have h0 : (triad a b c).trace = 0 := by simp [triad, Matrix.trace_fin_three]
  have h2 : (triad a b c ^ 2).trace = 2 * (a ^ 2 + b ^ 2 + c ^ 2) := by
    simp [triad, Matrix.trace_fin_three, pow_succ]
    ring
  have h3 : (triad a b c ^ 3).trace = 6 * a * b * c := by
    simp [triad, Matrix.trace_fin_three, pow_succ]
    ring
  have h := (dispersion_nonpos_and_third_order (triad_isHermitian a b c) h0).2
  have e : 6 * a * b * c / 32 = 3 * a * b * c / 16 := by ring
  rw [h3, e] at h
  refine h.congr fun g => ?_
  rw [h2]
  ring

end

end CoupledOscillatorDispersion
```

```lean
#print axioms CoupledOscillatorDispersion.dispersionEnergy_neg
-- 'CoupledOscillatorDispersion.dispersionEnergy_neg' depends on axioms: [propext, Classical.choice, Quot.sound]
#print axioms CoupledOscillatorDispersion.triad_third_order
-- 'CoupledOscillatorDispersion.triad_third_order' depends on axioms: [propext, Classical.choice, Quot.sound]
```
